# The sum of a differentiable energy and its image function is constant along a fixed set of inverted modes

Displacements are split once and for all into modes in `E`, which are inverted, and modes in `F`, which are kept; both are real normed spaces, not assumed finite-dimensional. An image function `g` of an energy `f` is one whose derivative at every point is that of `f` with the sign of the `E` part reversed. The theorem `image_add_const` says that if `f` is differentiable and `g` is an image function of it, then `g + f` takes the same value at `(x, y)` and `(x', y)`, so it can depend only on the kept coordinate `y`. The proof holds `y` fixed, shows by the chain rule that the derivative of the sum along `E` is zero, and concludes that the sum is constant there.

In Lean, a first try:

```lean
import Mathlib

namespace ImageFunction

noncomputable section

variable {E F : Type*} [NormedAddCommGroup E] [NormedSpace ℝ E]
  [NormedAddCommGroup F] [NormedSpace ℝ F]

/-- The fixed reflection of displacements `(u, v) ↦ (-u, v)`, which inverts the modes in `E`
and keeps those in `F`. -/
def reflect (E F : Type*) [NormedAddCommGroup E] [NormedSpace ℝ E]
    [NormedAddCommGroup F] [NormedSpace ℝ F] : E × F →L[ℝ] E × F :=
  (-(ContinuousLinearMap.fst ℝ E F)).prod (ContinuousLinearMap.snd ℝ E F)

/-- `g` is an image function of the energy `f`: at every point its derivative is that of `f`
with the modes in `E` inverted. -/
def IsImage (f g : E × F → ℝ) : Prop :=
  ∀ p, HasFDerivAt g ((fderiv ℝ f p).comp (reflect E F)) p

/-- The sum of a differentiable energy and an image function of it does not depend on the inverted
modes. -/
theorem image_add_const {f g : E × F → ℝ} (hf : Differentiable ℝ f) (hg : IsImage f g)
    (x x' : E) (y : F) : g (x, y) + f (x, y) = g (x', y) + f (x', y) := by
  have h : ∀ x, HasFDerivAt (fun x => g (x, y) + f (x, y)) (0 : E →L[ℝ] ℝ) x := by
    intro x
    have hi : HasFDerivAt (fun e : E => (e, y)) (ContinuousLinearMap.inl ℝ E F) x :=
      hasFDerivAt_prodMk_left x y
    have h1 : HasFDerivAt (fun e : E => g (e, y)) (((fderiv ℝ f (x, y)).comp
        (reflect E F)).comp (ContinuousLinearMap.inl ℝ E F)) x :=
      HasFDerivAt.comp (g := g) (f := fun e : E => (e, y)) x (hg (x, y)) hi
    have h2 : HasFDerivAt (fun e : E => f (e, y))
        ((fderiv ℝ f (x, y)).comp (ContinuousLinearMap.inl ℝ E F)) x :=
      HasFDerivAt.comp (g := f) (f := fun e : E => (e, y)) x (hf (x, y)).hasFDerivAt hi
    refine (h1.add h2).congr_fderiv (ContinuousLinearMap.ext fun u => ?_)
    -- the two slopes along an inverted mode cancel
    change fderiv ℝ f (x, y) (-u, (0 : F)) + fderiv ℝ f (x, y) (u, (0 : F)) = 0
    rw [← map_add]
    simp
  exact is_const_of_fderiv_eq_zero (fun x => (h x).differentiableAt)
    (fun x => (h x).fderiv) x x'

end

end ImageFunction
```

The error:

```
Main.lean:25:80: error: unsolved goals
E : Type u_1
F : Type u_2
inst✝³ : NormedAddCommGroup E
inst✝² : NormedSpace ℝ E
inst✝¹ : NormedAddCommGroup F
inst✝ : NormedSpace ℝ F
f g : E × F → ℝ
hf : Differentiable ℝ f
hg : IsImage f g
x✝ x' : E
y : F
x : E
hi : HasFDerivAt (fun e => (e, y)) (ContinuousLinearMap.inl ℝ E F) x
h1 : HasFDerivAt (fun e => g (e, y)) ((fderiv ℝ f (x, y) ∘SL reflect E F) ∘SL ContinuousLinearMap.inl ℝ E F) x
h2 : HasFDerivAt (fun e => f (e, y)) (fderiv ℝ f (x, y) ∘SL ContinuousLinearMap.inl ℝ E F) x
u : E
⊢ (fderiv ℝ f (x, y)) (0, 0) = 0
```

What went wrong. The message says that the proof of `h`, the vanishing of the derivative, ends with a goal still open: `(fderiv ℝ f (x, y)) (0, 0) = 0`. The goal is true, since a linear map sends zero to zero. `rw [← map_add]` had merged the two slopes into the derivative applied to `(-u, 0) + (u, 0)`, and `simp` simplified that sum to `(0, 0)` but went no further. The lemma that would finish, `map_zero`, expects the argument to be written as `0`, and here it was still a pair of zeros.

The repair no longer relies on `simp`. The new fact `key` states that the sum of the two displacements is `0` in `E × F`, and `Prod.ext` proves it component by component, with `neg_add_cancel u` for the first and `add_zero` for the second. Rewriting with `key` after `← map_add` puts a literal `0` under the derivative, so `map_zero` applies. The goal becomes `0 = 0`, which `rw` closes by itself.

This version goes through:

```diff
@@ -36,6 +36,7 @@
     -- the two slopes along an inverted mode cancel
     change fderiv ℝ f (x, y) (-u, (0 : F)) + fderiv ℝ f (x, y) (u, (0 : F)) = 0
-    rw [← map_add]
-    simp
+    have key : (-u, (0 : F)) + (u, (0 : F)) = 0 :=
+      Prod.ext (neg_add_cancel u) (add_zero (0 : F))
+    rw [← map_add, key, map_zero]
   exact is_const_of_fderiv_eq_zero (fun x => (h x).differentiableAt)
     (fun x => (h x).fderiv) x x'
```
